# McWeeny purification converges to a projector if all occupations lie in [0,1] and none equals 1/2

## Purifying instead of diagonalising

One way to compute a density matrix without diagonalisation is to start from an approximate density matrix \(P_0\) and repeatedly replace \(P\) by \(3P^2-2P^3\) until the matrix stops changing to within a tolerance. The final matrix is then used as the projector onto the occupied orbitals. This relies on the iteration converging, and on its limit being the intended projector.

A common starting matrix is a linear function of the one-particle Hamiltonian, scaled so that its eigenvalues lie in \([0,1]\), with low energies mapped to high occupations and the chemical potential mapped to \(1/2\). Rounding each occupation to 0 or 1 then fills exactly the orbitals below the chemical potential. The condition that no occupation equals \(1/2\) means, for this start, that no orbital energy coincides with the chemical potential.

## The statement and its conventions

Let \(U\) be a real square matrix with \(U^TU=1\), whose columns are the orbitals, and let \(d_a\) be the occupation of orbital \(a\). Put

\[
P_0=U\,\mathrm{diag}(d)\,U^T,\qquad (P_0)_{ij}=\sum_a U_{ia}\,d_a\,U_{ja}.
\]

If \(0\le d_a\le 1\) and \(d_a\ne 1/2\) for every \(a\), the iterates converge entry by entry to \(U\,\mathrm{diag}(s)\,U^T\), where \(s_a=1\) if \(d_a>1/2\) and \(s_a=0\) otherwise. The limit is symmetric and idempotent.

In Lean this is `mcWeeny_converges`. The finite type `n` labels both the basis functions and the orbitals, `spectral U d` is \(U\,\mathrm{diag}(d)\,U^T\), and `mcWeeny^[k]` means \(k\) purification steps. The hypotheses `hU`, `h0`, `h1` and `hd` are orthogonality, the two bounds on the occupations, and the exclusion of \(1/2\). Convergence is a `Tendsto` statement for each pair `i j`. The function `occupation` gives 0 at exactly \(1/2\), a convention that `hd` makes irrelevant here.

The result supports purification as a route to the one-particle density matrix in electronic structure, for a finite, real, orthonormal basis and exact arithmetic. The orbitals and occupations are given as data, and no Hamiltonian appears. Non-orthogonal basis sets, rounding errors and the discarding of small matrix elements, on which linear scaling depends, are not treated.

## From matrices to single occupations

Two matrices with the same orbitals multiply by multiplying their occupations:

\[
U\,\mathrm{diag}(c)\,U^T\,U\,\mathrm{diag}(d)\,U^T
=U\,\mathrm{diag}(c)\,\mathrm{diag}(d)\,U^T .
\]

One step therefore leaves \(U\) alone and sends each occupation \(x\) to \(f(x)=3x^2-2x^3\). By induction, after \(k\) steps orbital \(a\) has occupation \(f^k(d_a)\), where \(f^k\) is the \(k\)-fold iterate.

## Occupations below and above one half

Take \(0\le x<1/2\), and write \(f(y)=y\,g(y)\) with \(g(y)=y(3-2y)\). Let \(q=g(x)\). Then \(q\ge 0\), and

\[
1-q=1-3x+2x^2=(1-x)(1-2x)>0 .
\]

For \(0\le y\le x\),

\[
g(x)-g(y)=(x-y)\bigl(3-2(x+y)\bigr)\ge 0,
\]

because \(x+y<1\). Let \(x_k=f^k(x)\). The claim is \(0\le x_k\le xq^k\). It holds for \(k=0\). If it holds for \(k\), then \(x_k\le x\), so \(0\le g(x_k)\le q\), and

\[
0\le x_{k+1}=x_k\,g(x_k)\le xq^k\cdot q=xq^{k+1}.
\]

Since \(0\le q<1\), \(x_k\to 0\).

For \(1/2<x\le1\), follow the hole occupation \(1-x\), which lies in \([0,1/2)\). Expanding gives

\[
f(1-x)=(1-x)^2(1+2x)=1-3x^2+2x^3=1-f(x),
\]

so \(f^k(x)=1-f^k(1-x)\to 1\).

## The limiting matrix and its trace

Each entry of the \(k\)-th iterate is the finite sum \(\sum_a U_{ia}f^k(d_a)U_{ja}\), so it converges to \(\sum_a U_{ia}s_aU_{ja}\). This sum is unchanged when \(i\) and \(j\) are exchanged, which gives symmetry. Since \(s_a^2=s_a\), the product rule gives idempotency. The trace is

\[
\mathrm{tr}\bigl(U\,\mathrm{diag}(s)\,U^T\bigr)=\mathrm{tr}\bigl(U^TU\,\mathrm{diag}(s)\bigr)=\sum_a s_a,
\]

the number of initial occupations above \(1/2\). The McWeeny iteration thus fixes the number of occupied orbitals by where the starting occupations lie; it does not in general preserve the trace of \(P_0\).

## An orbital at exactly one half

Suppose \(d_a=1/2\), and let \(u\) be column \(a\) of \(U\). Since \(f(1/2)=3/4-1/4=1/2\), every iterate \(P_k\) satisfies \(P_ku=\tfrac12u\). If the iterates converge entrywise to \(Q\), then \(Qu=\tfrac12u\) and \(Q^2u=\tfrac14u\). Idempotency would force \(u=0\), contradicting \(u^Tu=1\).

With a single orbital, \(U=\pm1\) and the matrix is just the number \(d\). Writing \(d=\tfrac12+\varepsilon\) gives

\[
f\bigl(\tfrac12+\varepsilon\bigr)=\tfrac12+\tfrac32\varepsilon-2\varepsilon^3 .
\]

A small deviation from one half grows by a factor of at most \(3/2\) per step, so an orbital close to the chemical potential needs more steps. Their number grows only like \(\log(1/|\varepsilon|)\), because the factor stays near \(3/2\) while \(\varepsilon\) is small.

## The complete Lean file

```lean
import Mathlib

open Matrix Filter Topology

namespace McWeenyConvergence

noncomputable section

variable {n : Type*} [Fintype n] [DecidableEq n]

/-- One McWeeny purification step for a density matrix, `P ↦ 3P² - 2P³`. -/
def mcWeeny (P : Matrix n n ℝ) : Matrix n n ℝ :=
  (3 : ℝ) • (P * P) - (2 : ℝ) • (P * P * P)

/-- The McWeeny polynomial `3x² - 2x³` acting on a single occupation number. -/
def purify (x : ℝ) : ℝ := 3 * x ^ 2 - 2 * x ^ 3

/-- The matrix `U diag(d) Uᵀ` with orbitals the columns of `U` and occupation numbers `d`. -/
def spectral (U : Matrix n n ℝ) (d : n → ℝ) : Matrix n n ℝ :=
  U * diagonal d * Uᵀ

/-- The step function at one half: `1` above `1/2`, and `0` otherwise. -/
def occupation (x : ℝ) : ℝ := if 1 / 2 < x then 1 else 0

/-- Each entry of `U diag(d) Uᵀ` is a sum over orbitals weighted by their occupations. -/
theorem spectral_apply (U : Matrix n n ℝ) (d : n → ℝ) (i j : n) :
    spectral U d i j = ∑ a, U i a * d a * U j a := by
  unfold spectral
  rw [Matrix.mul_apply]
  simp only [Matrix.mul_diagonal, Matrix.transpose_apply]

/-- Matrices with the same orthonormal orbitals multiply by multiplying their occupations. -/
theorem spectral_mul {U : Matrix n n ℝ} (hU : Uᵀ * U = 1) (c d : n → ℝ) :
    spectral U c * spectral U d = spectral U (fun i => c i * d i) := by
  unfold spectral
  calc U * diagonal c * Uᵀ * (U * diagonal d * Uᵀ)
      = U * diagonal c * (Uᵀ * U) * diagonal d * Uᵀ := by
        simp only [Matrix.mul_assoc]
    _ = U * diagonal (fun i => c i * d i) * Uᵀ := by
        rw [hU, Matrix.mul_one, Matrix.mul_assoc U (diagonal c) (diagonal d),
          diagonal_mul_diagonal]

/-- After any number of McWeeny steps the orbitals are unchanged, and each occupation number
has been iterated on its own. -/
theorem mcWeeny_iterate {U : Matrix n n ℝ} (hU : Uᵀ * U = 1) (d : n → ℝ) (k : ℕ) :
    mcWeeny^[k] (spectral U d) = spectral U (fun i => purify^[k] (d i)) := by
  have step : ∀ c : n → ℝ, mcWeeny (spectral U c) = spectral U (fun i => purify (c i)) := by
    intro c
    unfold mcWeeny
    rw [spectral_mul hU, spectral_mul hU]
    ext i j
    simp only [Matrix.sub_apply, Matrix.smul_apply, smul_eq_mul, spectral_apply,
      Finset.mul_sum, ← Finset.sum_sub_distrib]
    apply Finset.sum_congr rfl
    intro a _
    simp only [purify]
    ring
  induction k with
  | zero => rfl
  | succ k ih =>
    rw [Function.iterate_succ_apply', ih, step]
    simp only [Function.iterate_succ_apply']

/-- An occupation `x` below one half stays nonnegative under purification and is bounded by
`x qᵏ` after `k` steps, with `q = x(3 - 2x)`. -/
theorem purify_iterate_bound {x : ℝ} (h0 : 0 ≤ x) (h : x < 1 / 2) (k : ℕ) :
    0 ≤ purify^[k] x ∧ purify^[k] x ≤ x * (x * (3 - 2 * x)) ^ k := by
  have hq0 : 0 ≤ x * (3 - 2 * x) := mul_nonneg h0 (by linarith)
  have hq1 : x * (3 - 2 * x) ≤ 1 := by nlinarith
  induction k with
  | zero => simpa using h0
  | succ k ih =>
    rw [Function.iterate_succ_apply']
    obtain ⟨l, u⟩ := ih
    generalize purify^[k] x = y at l u ⊢
    have hyx : y ≤ x := u.trans (mul_le_of_le_one_right h0 (pow_le_one₀ hq0 hq1))
    -- the contraction factor y(3 - 2y) is largest at the starting point
    have hy : y * (3 - 2 * y) ≤ x * (3 - 2 * x) := by
      nlinarith [mul_nonneg (sub_nonneg.2 hyx) (by linarith : 0 ≤ 3 - 2 * (x + y))]
    have hy0 : 0 ≤ y * (3 - 2 * y) := mul_nonneg l (by linarith)
    have e : purify y = y * (y * (3 - 2 * y)) := by
      unfold purify
      ring
    rw [e]
    refine ⟨mul_nonneg l hy0, ?_⟩
    calc y * (y * (3 - 2 * y))
        ≤ (x * (x * (3 - 2 * x)) ^ k) * (x * (3 - 2 * x)) :=
          mul_le_mul u hy hy0 (mul_nonneg h0 (pow_nonneg hq0 k))
      _ = x * (x * (3 - 2 * x)) ^ (k + 1) := by
          rw [pow_succ]
          ring

/-- Particle-hole symmetry: purifying the hole occupation `1 - x` gives one minus the purified
particle occupation. -/
theorem purify_iterate_hole (x : ℝ) (k : ℕ) :
    purify^[k] (1 - x) = 1 - purify^[k] x := by
  have h : ∀ y, purify (1 - y) = 1 - purify y := by
    intro y
    unfold purify
    ring
  induction k with
  | zero => rfl
  | succ k ih => rw [Function.iterate_succ_apply', Function.iterate_succ_apply', ih, h]

/-- An occupation number in `[0,1]` other than one half is driven to `1` if it lies above
one half and to `0` if it lies below. -/
theorem purify_tendsto {x : ℝ} (h0 : 0 ≤ x) (h1 : x ≤ 1) (hx : x ≠ 1 / 2) :
    Tendsto (fun k => purify^[k] x) atTop (𝓝 (occupation x)) := by
  have key : ∀ y : ℝ, 0 ≤ y → y < 1 / 2 →
      Tendsto (fun k => purify^[k] y) atTop (𝓝 0) := by
    intro y hy0 hy
    have hq0 : 0 ≤ y * (3 - 2 * y) := mul_nonneg hy0 (by linarith)
    have hq1 : y * (3 - 2 * y) < 1 := by nlinarith
    have t := (tendsto_pow_atTop_nhds_zero_of_lt_one hq0 hq1).const_mul y
    rw [mul_zero] at t
    exact squeeze_zero (fun k => (purify_iterate_bound hy0 hy k).1)
      (fun k => (purify_iterate_bound hy0 hy k).2) t
  rcases lt_or_gt_of_ne hx with h | h
  · rw [occupation, if_neg (not_lt_of_ge h.le)]
    exact key x h0 h
  · -- above one half, follow the hole instead of the particle
    rw [occupation, if_pos h]
    have t := (key (1 - x) (by linarith) (by linarith)).const_sub 1
    rw [sub_zero] at t
    refine t.congr (fun k => ?_)
    rw [purify_iterate_hole]
    ring

/-- McWeeny convergence: if all occupations lie in `[0,1]` and none equals one half, the iterates
converge entrywise to the matrix with the same orbitals and occupations rounded to `0` or `1`,
and this limit is symmetric and idempotent. -/
theorem mcWeeny_converges {U : Matrix n n ℝ} (hU : Uᵀ * U = 1) {d : n → ℝ}
    (h0 : ∀ i, 0 ≤ d i) (h1 : ∀ i, d i ≤ 1) (hd : ∀ i, d i ≠ 1 / 2) :
    (∀ i j, Tendsto (fun k => mcWeeny^[k] (spectral U d) i j) atTop
      (𝓝 (spectral U (fun a => occupation (d a)) i j))) ∧
    (spectral U (fun a => occupation (d a))).IsSymm ∧
    spectral U (fun a => occupation (d a)) * spectral U (fun a => occupation (d a))
      = spectral U (fun a => occupation (d a)) := by
  refine ⟨fun i j => ?_, ?_, ?_⟩
  · simp only [mcWeeny_iterate hU, spectral_apply]
    have hc : Continuous (fun v : n → ℝ => ∑ a, U i a * v a * U j a) := by fun_prop
    have r : Tendsto (fun k => fun a => purify^[k] (d a)) atTop
        (𝓝 (fun a => occupation (d a))) :=
      tendsto_pi_nhds.2 (fun a => purify_tendsto (h0 a) (h1 a) (hd a))
    exact (hc.tendsto _).comp r
  · unfold Matrix.IsSymm
    ext i j
    rw [Matrix.transpose_apply, spectral_apply, spectral_apply]
    apply Finset.sum_congr rfl
    intro a _
    ring
  · have ho : (fun a => occupation (d a) * occupation (d a)) = fun a => occupation (d a) := by
      funext a
      unfold occupation
      split_ifs <;> norm_num
    rw [spectral_mul hU, ho]

/-- For orthonormal orbitals, the matrix whose occupations are rounded to `1` above one half and to
`0` otherwise has trace equal to the number of occupations `d a` above one half. -/
theorem trace_limit {U : Matrix n n ℝ} (hU : Uᵀ * U = 1) (d : n → ℝ) :
    (spectral U (fun a => occupation (d a))).trace
      = ((Finset.univ.filter (fun a => 1 / 2 < d a)).card : ℝ) := by
  unfold spectral
  rw [Matrix.trace_mul_comm, ← Matrix.mul_assoc, hU, Matrix.one_mul, Matrix.trace_diagonal]
  simp [occupation]

/-- If some occupation equals one half, no entrywise limit of the McWeeny iterates is
idempotent. -/
theorem half_occupation_obstructs {U : Matrix n n ℝ} (hU : Uᵀ * U = 1) {d : n → ℝ}
    {a : n} (ha : d a = 1 / 2) {Q : Matrix n n ℝ}
    (hQ : ∀ i j, Tendsto (fun k => mcWeeny^[k] (spectral U d) i j) atTop (𝓝 (Q i j))) :
    Q * Q ≠ Q := by
  intro hi
  have fix : ∀ k : ℕ, purify^[k] (1 / 2) = 1 / 2 := by
    intro k
    induction k with
    | zero => rfl
    | succ k ih =>
      rw [Function.iterate_succ_apply', ih]
      norm_num [purify]
  -- orbital a is an eigenvector of the limit with eigenvalue one half
  have col : ∀ i, (Q * U) i a = U i a * (1 / 2) := by
    intro i
    have hc : Continuous (fun r : n → ℝ => ∑ j, r j * U j a) := by fun_prop
    have r : Tendsto (fun k => mcWeeny^[k] (spectral U d) i) atTop (𝓝 (Q i)) :=
      tendsto_pi_nhds.2 (hQ i)
    have e : ∀ k : ℕ, ∑ j, mcWeeny^[k] (spectral U d) i j * U j a = U i a * (1 / 2) := by
      intro k
      have h : (mcWeeny^[k] (spectral U d) * U) i a = U i a * (1 / 2) := by
        rw [mcWeeny_iterate hU]
        unfold spectral
        rw [Matrix.mul_assoc _ Uᵀ U, hU, Matrix.mul_one, Matrix.mul_diagonal]
        simp only [ha, fix]
      rwa [Matrix.mul_apply] at h
    have t : Tendsto (fun _ : ℕ => U i a * (1 / 2)) atTop (𝓝 (∑ j, Q i j * U j a)) :=
      ((hc.tendsto (Q i)).comp r).congr e
    rw [Matrix.mul_apply]
    exact tendsto_nhds_unique t tendsto_const_nhds
  -- idempotency would force that orbital to vanish
  have zero : ∀ i, U i a = 0 := by
    intro i
    have h : (Q * (Q * U)) i a = (Q * U) i a * (1 / 2) := by
      rw [Matrix.mul_apply]
      simp only [col]
      rw [← col i, Matrix.mul_apply, Finset.sum_mul]
      apply Finset.sum_congr rfl
      intro j _
      ring
    rw [← Matrix.mul_assoc, hi, col i] at h
    linarith
  have h1 := congrFun (congrFun hU a) a
  rw [Matrix.mul_apply] at h1
  simp [zero] at h1

end

end McWeenyConvergence
```

```lean
#print axioms McWeenyConvergence.mcWeeny_converges
-- 'McWeenyConvergence.mcWeeny_converges' depends on axioms: [propext, Classical.choice, Quot.sound]
#print axioms McWeenyConvergence.trace_limit
-- 'McWeenyConvergence.trace_limit' depends on axioms: [propext, Classical.choice, Quot.sound]
#print axioms McWeenyConvergence.half_occupation_obstructs
-- 'McWeenyConvergence.half_occupation_obstructs' depends on axioms: [propext, Classical.choice, Quot.sound]
```

## How the proof handles the matrices

`spectral_apply` writes an entry as the sum over orbitals, and `spectral_mul` is the product rule: the `calc` block regroups the factors until `Uᵀ * U` stands in the middle, and `hU` removes it. In `mcWeeny_iterate`, the local fact `step` treats one purification step. It applies the product rule, compares entries, and leaves a polynomial identity for each orbital, which `ring` closes. Induction on `k` extends this to all iterates.

## How the proof handles one occupation

`purify_iterate_bound` is the induction for \(0\le x_k\le xq^k\). The current iterate is renamed `y`; `hyx` records \(y\le x\), and `hy` is the comparison \(g(y)\le g(x)\), for which `nlinarith` receives the product \((x-y)(3-2(x+y))\ge0\) as a hint. The final `calc` multiplies the two bounds. This lemma needs only \(q\le1\); the strict inequality enters later, when the limit is taken.

`purify_iterate_hole` proves the particle-hole identity for one step by `ring` and for all steps by induction. In `purify_tendsto`, the fact `key` squeezes the iterates between 0 and \(yq^k\), where \(q\) is now formed from the starting value \(y\). The proof then splits on the side of one half: below it `key` applies directly, and above it `key` is applied to `1 - x` and the result subtracted from 1.

## Assembling the limit and the obstruction

The first part of `mcWeeny_converges` combines the orbital limits into convergence of the whole occupation vector, using `tendsto_pi_nhds`, and composes this with the continuous map from occupations to an entry. The second part compares the sums for \((i,j)\) and \((j,i)\). The third checks \(s_a^2=s_a\) in both cases of the step function and applies `spectral_mul`.

`trace_limit` uses cyclicity of the trace and then `hU`. It is stated for the rounded matrix with any real `d`; under the hypotheses of `mcWeeny_converges`, that matrix is the limit of the iteration.

`half_occupation_obstructs` assumes that an entrywise limit `Q` exists and proves `Q * Q ≠ Q`. Here `fix` says that one half is a fixed point, and `col` passes the eigenvector equation to the limit: the same sequence is constant and also converges to the corresponding entry of `Q * U`, so uniqueness of limits identifies the two values. The fact `zero` compares the eigenvalues \(1/2\) and \(1/4\) to conclude that column `a` vanishes, and the diagonal entry `a a` of `hU` then gives the contradiction. The orbitals must still be orthonormal (`hU`), but the other occupations may be any real numbers in this theorem, provided that the limit exists.
